# The first-element recursive hafnian of 0, …, n−1 equals its sum over Wick pairings

Take two fields, labelled 0 and 1, with contraction $c(0,1)$. A recursive program contracts 0 with 1, deletes both, and is left with the empty list, worth 1. It returns $c(0,1)$. The only pairing is the permutation exchanging 0 and 1, and composing it with the swap of 0 and 1 leaves the identity, which pairs nothing. Deleting two list entries and composing with a swap remove the same pair.

For finitely many bosonic field operators in a zero-mean Gaussian state, such as a grand-canonical thermal state of non-interacting bosons, a correlator is a sum over complete pairings of products of contractions, where the two fields in each contraction keep their order in the correlator. The problem is to show that code which always contracts the first remaining field computes this sum. That the correlator equals the pairing sum is Wick's theorem for the state, which is taken here from physics. The contraction $c$ is an arbitrary function into a commutative ring, standing for $c(i,j)=\langle\phi_i\phi_j\rangle$. There are no fermionic signs.

In Lean 4 with Mathlib:

```lean
import Mathlib

open Equiv

namespace WickPairings
```

Write $H(L)$ for `haf c L`. The empty list gives 1. Otherwise the first field is contracted with the entry at each later position, and the recursion continues on what remains.

```lean
/-- The recursive hafnian of a list of fields: contract the first field with each later
field in turn, delete both, and continue with the remaining list. -/
def haf {α R : Type*} [CommRing R] (c : α → α → R) : List α → R
  | [] => 1
  | x :: L => ∑ i : Fin L.length, c x (L.get i) * haf c (L.eraseIdx i)
termination_by L => L.length
decreasing_by exact Nat.lt_succ_of_le (List.eraseIdx_sublist _ _).length_le
```

The labels form a finite, linearly ordered type `α`; each stands for one field operator, and a smaller label stands further to the left in the correlator. A pairing of a set $s$ is a permutation that is its own inverse and moves exactly the elements of $s$. Let $P(s)$ be the set of these.

```lean
/-- The Wick pairings of a set `s` of labels: permutations that are their own inverse and move
exactly the labels in `s`. -/
def pairings {α : Type*} [Fintype α] [LinearOrder α] (s : Finset α) : Finset (Perm α) :=
  Finset.univ.filter fun σ => (∀ i, σ (σ i) = i) ∧ ∀ i, σ i ≠ i ↔ i ∈ s
```

The weight $w(\sigma)$ multiplies the contractions $c(i,\sigma(i))$ over $i<\sigma(i)$, so each pair enters once, smaller label first. A textbook hafnian takes a symmetric matrix; here $c$ need not be symmetric.

```lean
/-- The product of the contractions `c i (σ i)` over all labels `i` with `i < σ i`. -/
def weight {α R : Type*} [Fintype α] [LinearOrder α] [CommRing R]
    (c : α → α → R) (σ : Perm α) : R :=
  ∏ i ∈ Finset.univ.filter (fun i => i < σ i), c i (σ i)
```

## (a) A swap acts only on its own pair

Let the involution $\rho$ fix both $x$ and $y$, or exchange them, and let $(x\,y)$ be their swap. Show that for $z\ne x,y$
$$((x\,y)\rho)(z)=\rho(z),\qquad \rho(z)\notin\{x,y\}.$$

If $\rho(z)=x$, applying $\rho$ gives $z=\rho(x)\in\{x,y\}$, a contradiction; likewise for $y$. So the swap leaves $\rho(z)$ alone. In the code, `grind` closes the two contradictions.

```lean
/-- If an involution fixes or exchanges two labels, then composing it with their swap changes
nothing at any other label, and no other label is sent to either of the two. -/
theorem swap_mul_off_pair {α : Type*} [DecidableEq α] {x y : α} {ρ : Perm α}
    (hρ : ∀ i, ρ (ρ i) = i) (h : (ρ x = x ∧ ρ y = y) ∨ (ρ x = y ∧ ρ y = x))
    (z : α) (zx : z ≠ x) (zy : z ≠ y) :
    (swap x y * ρ) z = ρ z ∧ ρ z ≠ x ∧ ρ z ≠ y := by
  have h3 := hρ z
  have hx : ρ z ≠ x := by
    intro e
    rw [e] at h3
    grind
  have hy : ρ z ≠ y := by
    intro e
    rw [e] at h3
    grind
  exact ⟨by rw [Perm.mul_apply, swap_apply_of_ne_of_ne hx hy], hx, hy⟩
```

## (b) Factoring out one contraction

Let $x<y$ and let the involution $\sigma$ send $x$ to $y$. Show that
$$w(\sigma)=c(x,y)\,w((x\,y)\sigma).$$

Put $\tau=(x\,y)\sigma$. Since $\sigma(y)=x$, $\tau$ fixes $x$ and $y$; by (a) it agrees with $\sigma$ elsewhere. As $y$ is not the smaller end of its pair,
$$\{i:i<\sigma(i)\}=\{x\}\cup\{i:i<\tau(i)\},$$
a disjoint union. The factor at $x$ is $c(x,y)$, and the others agree. This set identity is `hset`; `Finset.prod_insert` splits off the factor.

```lean
/-- If an involution pairs `x` with a later label `y`, its weight is the contraction `c x y` times
the weight of the involution with this pair removed. -/
theorem weight_remove_pair {α R : Type*} [Fintype α] [LinearOrder α] [CommRing R]
    (c : α → α → R) {x y : α} (hxy : x < y) {σ : Perm α}
    (hσ : ∀ i, σ (σ i) = i) (sx : σ x = y) :
    weight c σ = c x y * weight c (swap x y * σ) := by
  have sy : σ y = x := by rw [← sx]; exact hσ x
  have tx : (swap x y * σ) x = x := by rw [Perm.mul_apply, sx, swap_apply_right]
  have ty : (swap x y * σ) y = y := by rw [Perm.mul_apply, sy, swap_apply_left]
  have so := swap_mul_off_pair hσ (Or.inr ⟨sx, sy⟩)
  -- the left ends of the pairs are `x` and the left ends of the remaining pairs
  have hset : Finset.univ.filter (fun i => i < σ i) =
      insert x (Finset.univ.filter (fun i => i < (swap x y * σ) i)) := by
    ext z
    simp only [Finset.mem_filter, Finset.mem_univ, true_and, Finset.mem_insert]
    rcases eq_or_ne z x with h | zx
    · rw [h, sx]; simp [hxy]
    rcases eq_or_ne z y with h | zy
    · rw [h, sy, ty]; simp [hxy.ne', lt_asymm hxy]
    · rw [(so z zx zy).1]; simp [zx]
  have hx : x ∉ Finset.univ.filter (fun i => i < (swap x y * σ) i) := by
    intro h
    have h' := (Finset.mem_filter.1 h).2
    rw [tx] at h'
    exact lt_irrefl x h'
  unfold weight
  rw [hset, Finset.prod_insert hx, sx]
  congr 1
  refine Finset.prod_congr rfl fun z hz => ?_
  have hz' := (Finset.mem_filter.1 hz).2
  have zx : z ≠ x := fun h => by rw [h, tx] at hz'; exact lt_irrefl x hz'
  have zy : z ≠ y := fun h => by rw [h, ty] at hz'; exact lt_irrefl y hz'
  rw [(so z zx zy).1]
```

## (c) Recursion for the pairing sum

Let $W(s)=\sum_{\sigma\in P(s)}w(\sigma)$, and let $x$ precede every element of $s$. Show that
$$W(\{x\}\cup s)=\sum_{y\in s}c(x,y)\,W(s\setminus\{y\}).$$

A pairing $\sigma$ of $\{x\}\cup s$ moves $x$, hence also moves $\sigma(x)$, so $\sigma(x)\in s$. Group the pairings by $y=\sigma(x)$. By (a), $(x\,y)\sigma$ is an involution moving exactly $s\setminus\{y\}$. Conversely, a pairing $\tau$ of $s\setminus\{y\}$ fixes $x$ and $y$, and $(x\,y)\tau$ restores the pair. The maps are mutually inverse because a swap squares to 1. Now apply (b) and sum.

`Finset.sum_fiberwise_of_maps_to` does the grouping, and `Finset.sum_nbij'` takes the two maps.

```lean
/-- Wick recursion for the sum over pairings: if `x` precedes every label in `s`, the sum for `s`
with `x` added is obtained by contracting `x` with each `y` in `s` and pairing the rest. -/
theorem sum_pairings_insert {α R : Type*} [Fintype α] [LinearOrder α] [CommRing R]
    (c : α → α → R) {x : α} {s : Finset α} (hx : ∀ y ∈ s, x < y) :
    ∑ σ ∈ pairings (insert x s), weight c σ =
      ∑ y ∈ s, c x y * ∑ τ ∈ pairings (s.erase y), weight c τ := by
  have hxs : x ∉ s := fun h => lt_irrefl x (hx x h)
  have hmaps : ∀ σ ∈ pairings (insert x s), σ x ∈ s := by
    intro σ hσ
    obtain ⟨h1, h2⟩ := (Finset.mem_filter.1 hσ).2
    have hne : σ x ≠ x := (h2 x).2 (Finset.mem_insert_self x s)
    have hmem : σ x ∈ insert x s := (h2 (σ x)).1 (by rw [h1]; exact hne.symm)
    exact (Finset.mem_insert.1 hmem).resolve_left hne
  -- sort the pairings by the partner `y` of `x`
  rw [← Finset.sum_fiberwise_of_maps_to (g := fun σ : Perm α => σ x) (t := s) hmaps]
  refine Finset.sum_congr rfl fun y hy => ?_
  have hxy := hx y hy
  rw [Finset.mul_sum]
  refine Finset.sum_nbij' (fun σ => swap x y * σ) (fun τ => swap x y * τ) ?_ ?_ ?_ ?_ ?_
  · -- removing the pair
    intro σ hσ
    obtain ⟨h1, h2⟩ := (Finset.mem_filter.1 (Finset.mem_filter.1 hσ).1).2
    have sx : σ x = y := (Finset.mem_filter.1 hσ).2
    have sy : σ y = x := by rw [← sx]; exact h1 x
    have tx : (swap x y * σ) x = x := by rw [Perm.mul_apply, sx, swap_apply_right]
    have ty : (swap x y * σ) y = y := by rw [Perm.mul_apply, sy, swap_apply_left]
    have so := swap_mul_off_pair h1 (Or.inr ⟨sx, sy⟩)
    refine Finset.mem_filter.2 ⟨Finset.mem_univ _, fun z => ?_, fun z => ?_⟩
    all_goals rcases eq_or_ne z x with h | zx
    · rw [h, tx, tx]
    · rcases eq_or_ne z y with h | zy
      · rw [h, ty, ty]
      · obtain ⟨e, a, b⟩ := so z zx zy
        rw [e, (so _ a b).1, h1]
    · rw [h, tx]; simp [hxs]
    · rcases eq_or_ne z y with h | zy
      · rw [h, ty]; simp
      · rw [(so z zx zy).1, h2 z]; simp [zx, zy]
  · -- inserting the pair
    intro τ hτ
    obtain ⟨h1, h2⟩ := (Finset.mem_filter.1 hτ).2
    have tx : τ x = x := by
      by_contra h
      exact hxs (Finset.mem_of_mem_erase ((h2 x).1 h))
    have ty : τ y = y := by
      by_contra h
      exact Finset.notMem_erase y s ((h2 y).1 h)
    have sx : (swap x y * τ) x = y := by rw [Perm.mul_apply, tx, swap_apply_left]
    have sy : (swap x y * τ) y = x := by rw [Perm.mul_apply, ty, swap_apply_right]
    have so := swap_mul_off_pair h1 (Or.inl ⟨tx, ty⟩)
    refine Finset.mem_filter.2 ⟨Finset.mem_filter.2
      ⟨Finset.mem_univ _, fun z => ?_, fun z => ?_⟩, sx⟩
    all_goals rcases eq_or_ne z x with h | zx
    · rw [h, sx, sy]
    · rcases eq_or_ne z y with h | zy
      · rw [h, sy, sx]
      · obtain ⟨e, a, b⟩ := so z zx zy
        rw [e, (so _ a b).1, h1]
    · rw [h, sx]; simp [hxy.ne']
    · rcases eq_or_ne z y with h | zy
      · rw [h, sy]; simp [hxy.ne, hy]
      · rw [(so z zx zy).1, h2 z]; simp [zx, zy]
  · intro σ _
    rw [← mul_assoc, swap_mul_self, one_mul]
  · intro τ _
    rw [← mul_assoc, swap_mul_self, one_mul]
  · intro σ hσ
    exact weight_remove_pair c hxy
      (Finset.mem_filter.1 (Finset.mem_filter.1 hσ).1).2.1 (Finset.mem_filter.1 hσ).2
```

## (d) Nothing left to pair

Show that $W(\varnothing)=1$.

Only the identity moves nothing, and its weight is an empty product.

```lean
/-- With no labels to pair, the sum over pairings is one. -/
theorem sum_pairings_empty {α R : Type*} [Fintype α] [LinearOrder α] [CommRing R]
    (c : α → α → R) : ∑ σ ∈ pairings (∅ : Finset α), weight c σ = 1 := by
  have h : pairings (∅ : Finset α) = {1} := by
    ext σ
    rw [Finset.mem_singleton]
    constructor
    · intro hσ
      refine Equiv.ext fun i => by_contra fun hi => ?_
      exact absurd (((Finset.mem_filter.1 hσ).2.2 i).1 hi) (Finset.notMem_empty i)
    · rintro rfl
      simp [pairings]
  rw [h, Finset.sum_singleton]
  simp [weight]
```

## (e) Deleting a position deletes a field

Let $L$ have no repetitions, let $L_i$ be its entry at position $i$, counted from 0, and let $L^{(i)}$ be $L$ with that position deleted. Show that
$$z\in L^{(i)}\iff z\in L\ \text{and}\ z\ne L_i.$$

Use induction on $L$, with first entry $a$. Deleting position 0 leaves the tail, which does not contain $a$. Deleting a later position keeps $a$, which differs from the deleted entry, and the induction hypothesis treats the tail.

```lean
/-- In a list without repetitions, deleting the entry at position `i` removes exactly the
field standing there. -/
theorem mem_eraseIdx_of_nodup {α : Type*} (L : List α) (hL : L.Nodup) (i : ℕ)
    (hi : i < L.length) (z : α) : z ∈ L.eraseIdx i ↔ z ∈ L ∧ z ≠ L[i] := by
  induction L generalizing i with
  | nil => exact absurd hi (Nat.not_lt_zero _)
  | cons a L ih =>
    obtain ⟨ha, hL'⟩ := List.nodup_cons.1 hL
    cases i with
    | zero =>
      simp only [List.eraseIdx_cons_zero, List.getElem_cons_zero, List.mem_cons]
      constructor
      · exact fun hz => ⟨Or.inr hz, fun e => ha (e ▸ hz)⟩
      · exact fun h => h.1.resolve_left h.2
    | succ i =>
      have hi' : i < L.length := Nat.lt_of_succ_lt_succ hi
      have hne : a ≠ L[i] := fun e => ha (by rw [e]; exact List.getElem_mem hi')
      simp only [List.eraseIdx_cons_succ, List.getElem_cons_succ, List.mem_cons,
        ih hL' i hi']
      constructor
      · rintro (h | h)
        · exact ⟨Or.inl h, by rw [h]; exact hne⟩
        · exact ⟨Or.inr h.1, h.2⟩
      · rintro ⟨h | h, h'⟩
        · exact Or.inl h
        · exact Or.inr ⟨h, h'⟩
```

## (f) Any increasing list

For a strictly increasing list $L$ with set of entries $\{L\}$, show that
$$H(L)=W(\{L\}).$$

Use induction on length. For the empty list both sides are 1 by (d). If $L$ is $x$ followed by $M$, then (c) gives
$$W(\{L\})=\sum_{y\in\{M\}}c(x,y)\,W(\{M\}\setminus\{y\}).$$
Positions $i$ in $M$ correspond one-to-one to elements $y=M_i$, which is the `Finset.sum_bij` step. By (e), $M^{(i)}$ has entries $\{M\}\setminus\{M_i\}$. It is shorter and still increasing, so the induction hypothesis turns the sum into $\sum_i c(x,M_i)H(M^{(i)})=H(L)$.

```lean
/-- For a strictly increasing list of labels, the recursive hafnian equals the sum of the weights of
all Wick pairings of the labels in the list. -/
theorem haf_eq_sum_pairings {α R : Type*} [Fintype α] [LinearOrder α] [CommRing R]
    (c : α → α → R) (L : List α) (hL : L.Pairwise (· < ·)) :
    haf c L = ∑ σ ∈ pairings L.toFinset, weight c σ := by
  suffices H : ∀ n, ∀ L : List α, L.length < n → L.Pairwise (· < ·) →
      haf c L = ∑ σ ∈ pairings L.toFinset, weight c σ from H _ L (Nat.lt_succ_self _) hL
  intro n
  induction n with
  | zero => exact fun L hl _ => absurd hl (Nat.not_lt_zero _)
  | succ n ih =>
    intro L hl hL
    cases L with
    | nil => rw [haf, List.toFinset_nil, sum_pairings_empty]
    | cons x M =>
      obtain ⟨hx, hM⟩ := List.pairwise_cons.1 hL
      have hnd : M.Nodup := hM.imp fun h => ne_of_lt h
      rw [List.length_cons] at hl
      -- both sides obey the same recursion
      rw [haf, List.toFinset_cons,
        sum_pairings_insert c (fun y hy => hx y (List.mem_toFinset.1 hy))]
      refine Finset.sum_bij (fun i _ => M.get i) ?_ ?_ ?_ ?_
      · exact fun i _ => List.mem_toFinset.2 (List.get_mem M i)
      · exact fun i _ j _ h => List.nodup_iff_injective_get.1 hnd h
      · intro y hy
        obtain ⟨i, hi⟩ := List.mem_iff_get.1 (List.mem_toFinset.1 hy)
        exact ⟨i, Finset.mem_univ _, hi⟩
      · intro i _
        have hsub := List.eraseIdx_sublist M i
        have hlen := hsub.length_le
        have hset : (M.eraseIdx i).toFinset = M.toFinset.erase (M.get i) := by
          ext z
          rw [List.mem_toFinset, Finset.mem_erase, List.mem_toFinset, and_comm]
          exact mem_eraseIdx_of_nodup M hnd i i.isLt z
        rw [ih _ (by omega) (hM.sublist hsub), hset]
```

## (g) All n labels

For labels in `Fin n`, that is $0,\dots,n-1$, show that
$$H([0,\dots,n-1])=\sum_{\substack{\sigma^2=1\\ \sigma(i)\ne i\ \forall i}}\ \prod_{i<\sigma(i)}c(i,\sigma(i)).$$

The list is increasing, so (f) applies. It contains every label, so "moves exactly the listed labels" becomes "has no fixed point".

```lean
/-- The recursive hafnian of the list `0, …, n-1` equals the sum over all fixed-point-free
involutions `σ` of the product of the contractions `c i (σ i)` with `i < σ i`. -/
theorem haf_finRange_eq_sum_involutions {R : Type*} [CommRing R] (n : ℕ)
    (c : Fin n → Fin n → R) :
    haf c (List.finRange n) =
      ∑ σ ∈ Finset.univ.filter
          (fun σ : Perm (Fin n) => (∀ i, σ (σ i) = i) ∧ ∀ i, σ i ≠ i),
        ∏ i ∈ Finset.univ.filter (fun i => i < σ i), c i (σ i) := by
  have hsorted : (List.finRange n).Pairwise (· < ·) :=
    List.pairwise_iff_getElem.2 fun i j hi hj hij => by simpa using hij
  rw [haf_eq_sum_pairings c _ hsorted]
  refine Finset.sum_congr ?_ fun _ _ => rfl
  ext σ
  simp [pairings]
```

## (h) Four fields

For fields $p,q,r,s$, repetitions allowed ($s$ is now a field), show that
$$H([p,q,r,s])=c(p,q)c(r,s)+c(p,r)c(q,s)+c(p,s)c(q,r).$$

First, $H([a,b])=c(a,b)H([\,])=c(a,b)$. Contracting $p$ with $q$, $r$ and $s$ leaves $[r,s]$, $[q,s]$ and $[q,r]$, which gives the three terms.

For labels 0 to 3 with $c(0,1)=2$, $c(2,3)=3$, $c(0,2)=1$, $c(1,3)=4$, $c(0,3)=5$ and $c(1,2)=-1$, the value is $2\cdot3+1\cdot4+5\cdot(-1)=5$.

```lean
/-- The recursive hafnian of four fields is the sum of the three products of two
contractions. -/
theorem haf_four {α R : Type*} [CommRing R] (c : α → α → R) (p q r s : α) :
    haf c [p, q, r, s] = c p q * c r s + c p r * c q s + c p s * c q r := by
  have two : ∀ a b : α, haf c [a, b] = c a b := by
    intro a b
    rw [haf]
    change ∑ i : Fin 1, c a ([b].get i) * haf c ([b].eraseIdx i) = _
    rw [Fin.sum_univ_one]
    change c a b * haf c [] = _
    rw [haf, mul_one]
  rw [haf]
  change ∑ i : Fin 3, c p ([q, r, s].get i) * haf c ([q, r, s].eraseIdx i) = _
  rw [Fin.sum_univ_three]
  change c p q * haf c [r, s] + c p r * haf c [q, s] + c p s * haf c [q, r] = _
  rw [two, two, two]
```

## (i) An odd number of fields

For any list $L$ of odd length, repetitions allowed, show that $H(L)=0$.

Use induction on length. A single field has no partner, so its sum is empty. In a longer list each contraction removes two fields and leaves a shorter list of odd length, whose value is 0. Every term therefore vanishes.

```lean
/-- The recursive hafnian of an odd number of fields vanishes. -/
theorem haf_odd {α R : Type*} [CommRing R] (c : α → α → R) (L : List α)
    (hL : Odd L.length) : haf c L = 0 := by
  suffices H : ∀ n, ∀ L : List α, L.length < n → Odd L.length → haf c L = 0 from
    H _ L (Nat.lt_succ_self _) hL
  intro n
  induction n with
  | zero => exact fun L hl _ => absurd hl (Nat.not_lt_zero _)
  | succ n ih =>
    intro L hl ho
    cases L with
    | nil => simp at ho
    | cons x M =>
      rw [List.length_cons] at hl ho
      obtain ⟨k, hk⟩ := ho
      rw [haf]
      refine Finset.sum_eq_zero fun i _ => ?_
      -- each contraction removes two fields, so the number left is again odd
      have hi := i.isLt
      have hlen : (M.eraseIdx i).length = M.length - 1 := List.length_eraseIdx_of_lt i.isLt
      rw [ih _ (by omega) ⟨k - 1, by omega⟩, mul_zero]

end WickPairings
```

```lean
#print axioms WickPairings.haf_eq_sum_pairings
#print axioms WickPairings.haf_finRange_eq_sum_involutions
#print axioms WickPairings.haf_four
#print axioms WickPairings.haf_odd
```

```
'WickPairings.haf_eq_sum_pairings' depends on axioms: [propext, Classical.choice, Quot.sound]
'WickPairings.haf_finRange_eq_sum_involutions' depends on axioms: [propext, Classical.choice, Quot.sound]
'WickPairings.haf_four' depends on axioms: [propext, Classical.choice, Quot.sound]
'WickPairings.haf_odd' depends on axioms: [propext, Classical.choice, Quot.sound]
```
